# The spin-restricted $G_0W_0$ gap of the half-filled Hubbard dimer closes as $t^{1/4}$ at fixed $U>0$, while the exact gap tends to $U$

## Pulling a two-site molecule apart

Take two sites that share two electrons, with hopping $t$ between the sites and a repulsion $U$ whenever both electrons sit on the same site. As the sites move apart, $t$ goes to zero and $U$ stays fixed. In the end each site holds one electron. Removing an electron then costs nothing, adding one costs $U$, and the charge gap is $U$.

What does a one-shot GW calculation give in the same limit, if it starts from the spin-restricted bonding and antibonding orbitals? Those orbitals become degenerate as $t\to0$, so the whole gap has to come from the self-energy. The self-energy does open the gap beyond the orbital splitting $2t$, but its contribution also vanishes with $t$, as $t^{1/4}$ when the quasiparticle equations are solved in full.

## The energies that enter

Measure one-particle energies from $U/2$, the middle of the gap. The restricted Hartree–Fock orbitals lie at $-t$ (bonding, occupied) and $+t$ (antibonding, empty).

The random-phase approximation (RPA) has one charge excitation. With orbital splitting $2t$ and coupling integral $U/2$, its energy $h$ satisfies
$$h^2=(2t)^2+4\,(2t)\,\frac U2=4t^2+4tU .$$
The squared coupling of an electron to this excitation is $2(U/2)^2(2t/h)=U^2t/h$. By parity, the excitation connects each orbital only to the other one, so the quasiparticle equations for the energy $w$ are
$$w+t=\frac{U^2t/h}{w-t-h},\qquad w-t=\frac{U^2t/h}{w+t+h}.$$
Multiplying by the denominators adds no roots, because the right-hand side $U^2t/h$ is then positive while the left-hand side would vanish at a zero of the denominator.

For the exact gap we need the ground energies $E(N)$ with $N$ electrons. One electron has $E(1)=-t$, and three electrons have $E(3)=U-t$. For two electrons, the covalent and ionic singlets that mix have energies $0$ and $U$ and coupling $-2t$, which gives $E(2)=\tfrac12\bigl(U-\sqrt{U^2+16t^2}\bigr)$. Therefore
$$E(3)+E(1)-2E(2)=\sqrt{U^2+16t^2}-2t .$$

## The limits and their Lean form

Define the $G_0W_0$ gap by
$$g(t)=\sqrt{(h+2t)^2+\frac{4U^2t}{h}}-h .$$
The main theorem, `gwGap_closes`, says that for every fixed $U>0$, as $t\to0^+$,
$$\frac{g(t)}{U^{3/4}t^{1/4}}\to\sqrt2,\qquad g(t)\to0,\qquad \sqrt{U^2+16t^2}-2t\to U .$$

In the file, `U`, `t` and `w` are real numbers in a common energy unit. `rpaFreq U t` is $h$, `gwGap U t` is $g$, and `exactGap U t` is the combination of ground energies above. `IsGWPole U t w` says that $w$ solves at least one of the two quasiparticle equations after multiplication by the denominator. The filter `𝓝[>] 0` expresses $t\to0$ through positive values, so the formula for $g$ is never needed at $t=0$, where it would divide by zero. The fractional powers are real powers.

The hypothesis `0 < U` stands for a repulsive interaction, and `0 < t` for sites that are still connected. The RPA energy, the self-energy and the three ground energies enter as definitions; the file does not derive them from the Hubbard Hamiltonian. The model has two sites, no self-consistency and no spin-symmetry breaking, and the spectral weights of the poles are not considered. The quasiparticle equations are solved in full. Linearising them about the orbital energies, a common shortcut, would make the gap close as $t^{1/2}$ instead; the file does not treat that case.

For electronic-structure practice, this two-site model is a warning about stretched bonds: one-shot GW on a spin-restricted reference can lose a gap that is entirely due to interaction.

## Why $g$ is the gap

Expanding the bonding equation gives
$$w^2-hw-t(t+h)=\frac{U^2t}{h}.$$
Its discriminant is
$$h^2+4t^2+4th+\frac{4U^2t}{h}=(h+2t)^2+\frac{4U^2t}{h}=(g+h)^2,$$
so the roots are
$$w=\frac{h\pm(g+h)}2,\qquad\text{that is}\qquad w=-\frac g2\quad\text{or}\quad w=\frac g2+h .$$
Replacing $w$ by $-w$ turns the antibonding equation into the bonding one, so its roots are $g/2$ and $-(g/2+h)$.

For $U,t>0$ the term $4U^2t/h$ is positive. Hence $g+h>h+2t$, which means $g>2t>0$. The four energies are then ordered as
$$-\Bigl(\frac g2+h\Bigr)<-\frac g2<\frac g2<\frac g2+h,$$
and the gap around zero has width $g$.

## Extracting the fourth root

Write $r=\sqrt t$ and $q=\sqrt{t+U}$. Then $h=2rq$ and $2t=2r^2$, and
$$\frac{4U^2t}{h}=\frac{4U^2r^2}{2rq}=r\,\frac{2U^2}{q}.$$
The radicand in $g$ becomes
$$(2rq+2r^2)^2+r\,\frac{2U^2}{q}=r\left[r(2q+2r)^2+\frac{2U^2}{q}\right].$$
Since $\sqrt r=t^{1/4}$ and $h=2rq=\sqrt r\cdot2\sqrt r\,q$, we obtain the exact factorisation
$$g(t)=t^{1/4}s(t),\qquad s(t)=\sqrt{r(2q+2r)^2+\frac{2U^2}{q}}-2\sqrt r\,q .$$

At $t=0$ we have $r=0$ and $q=\sqrt U>0$. The function $s$ is continuous there, with value
$$s(0)=\sqrt{\frac{2U^2}{\sqrt U}}=\sqrt2\,U^{3/4}.$$
Dividing $g=t^{1/4}s$ by $U^{3/4}t^{1/4}$ gives the limit $\sqrt2$. Since $t^{1/4}\to0$ and $s$ has a finite limit, $g\to0$.

The exponent can be traced to the self-energy. The squared coupling $U^2t/h$ vanishes as $t^{1/2}$, and solving the quadratic equation takes its square root. The RPA energy $h$ vanishes as $t^{1/2}$, which is faster than $t^{1/4}$, so subtracting it does not change the leading term.

The exact gap is continuous at $t=0$, with value $\sqrt{U^2}=U$. The ratio of the two gaps therefore tends to $0/U=0$.

## The complete Lean file

```lean
import Mathlib

open Filter Topology

namespace HubbardDimerGWGap

noncomputable section

/-- The RPA excitation energy `h = √(4t² + 4tU)` of the half-filled Hubbard dimer. -/
def rpaFreq (U t : ℝ) : ℝ := √(4 * t ^ 2 + 4 * t * U)

/-- The G0W0 gap of the half-filled dimer, for hopping `t > 0` and repulsion `U ≥ 0`. -/
def gwGap (U t : ℝ) : ℝ :=
  √((rpaFreq U t + 2 * t) ^ 2 + 4 * U ^ 2 * t / rpaFreq U t) - rpaFreq U t

/-- `w` solves the G0W0 quasiparticle equation of the bonding orbital (at `-t`) or of the
antibonding orbital (at `t`), cleared of the self-energy denominator; energies are measured
from `U/2`, and `t > 0`, `U ≥ 0`. -/
def IsGWPole (U t w : ℝ) : Prop :=
  (w + t) * (w - t - rpaFreq U t) = U ^ 2 * t / rpaFreq U t ∨
  (w - t) * (w + t + rpaFreq U t) = U ^ 2 * t / rpaFreq U t

/-- The exact charge gap `E(3) + E(1) - 2 E(2)` of the dimer, with the ground energies
`U - t`, `-t` and `(U - √(U² + 16t²))/2` of three, one and two electrons. -/
def exactGap (U t : ℝ) : ℝ :=
  (U - t) + (-t) - 2 * ((U - √(U ^ 2 + 16 * t ^ 2)) / 2)

/-- The G0W0 gap divided by `t^(1/4)`, written in a form that is regular at `t = 0`
when `U > 0`; the domain is `t ≥ 0`, `U > 0`. -/
def scaledGap (U t : ℝ) : ℝ :=
  √(√t * (2 * √(t + U) + 2 * √t) ^ 2 + 2 * U ^ 2 / √(t + U)) - 2 * √(√t) * √(t + U)

/-- The exact charge gap is `√(U² + 16t²) - 2t`. -/
theorem exactGap_eq (U t : ℝ) : exactGap U t = √(U ^ 2 + 16 * t ^ 2) - 2 * t := by
  unfold exactGap
  ring

/-- For `U > 0` and `t > 0` the G0W0 gap is larger than the gap `2t` between the bonding and
antibonding orbitals. -/
theorem two_mul_lt_gwGap {U t : ℝ} (hU : 0 < U) (ht : 0 < t) : 2 * t < gwGap U t := by
  have hh : 0 < rpaFreq U t := Real.sqrt_pos.mpr (by positivity)
  have hc : 0 < 4 * U ^ 2 * t / rpaFreq U t := by positivity
  have hlt : rpaFreq U t + 2 * t <
      √((rpaFreq U t + 2 * t) ^ 2 + 4 * U ^ 2 * t / rpaFreq U t) :=
    (Real.lt_sqrt (by positivity)).mpr (by linarith)
  unfold gwGap
  linarith

/-- For `U > 0` and `t > 0` the G0W0 spectrum of the dimer consists of the four energies `±g/2` and
`±(g/2 + h)`, where `g` is the G0W0 gap and `h` the RPA excitation energy. -/
theorem isGWPole_iff {U t : ℝ} (hU : 0 < U) (ht : 0 < t) (w : ℝ) :
    IsGWPole U t w ↔ (w = -(gwGap U t / 2) ∨ w = gwGap U t / 2 + rpaFreq U t) ∨
      (w = gwGap U t / 2 ∨ w = -(gwGap U t / 2 + rpaFreq U t)) := by
  have hh : 0 < rpaFreq U t := Real.sqrt_pos.mpr (by positivity)
  -- the discriminant shared by both quadratic equations
  have hs : (gwGap U t + rpaFreq U t) ^ 2 =
      (rpaFreq U t + 2 * t) ^ 2 + 4 * (U ^ 2 * t / rpaFreq U t) := by
    unfold gwGap
    rw [sub_add_cancel, Real.sq_sqrt (by positivity)]
    ring
  unfold IsGWPole
  constructor
  · rintro (e | e)
    · left
      have h0 : (2 * w + gwGap U t) * (2 * w - gwGap U t - 2 * rpaFreq U t) = 0 := by
        linear_combination 4 * e - hs
      rcases mul_eq_zero.mp h0 with h1 | h1
      · left; linarith
      · right; linarith
    · right
      have h0 : (2 * w - gwGap U t) * (2 * w + gwGap U t + 2 * rpaFreq U t) = 0 := by
        linear_combination 4 * e - hs
      rcases mul_eq_zero.mp h0 with h1 | h1
      · left; linarith
      · right; linarith
  · rintro ((e | e) | (e | e))
    · left; rw [e]; linear_combination hs / 4
    · left; rw [e]; linear_combination hs / 4
    · right; rw [e]; linear_combination hs / 4
    · right; rw [e]; linear_combination hs / 4

/-- The lowest positive G0W0 energy is `g/2` and the highest negative one is `-g/2`,
where `g` is the G0W0 gap. -/
theorem gwGap_edges {U t : ℝ} (hU : 0 < U) (ht : 0 < t) :
    IsLeast {w | IsGWPole U t w ∧ 0 < w} (gwGap U t / 2) ∧
    IsGreatest {w | IsGWPole U t w ∧ w < 0} (-(gwGap U t / 2)) := by
  have hh : 0 < rpaFreq U t := Real.sqrt_pos.mpr (by positivity)
  have hg := two_mul_lt_gwGap hU ht
  refine ⟨⟨⟨(isGWPole_iff hU ht _).mpr (Or.inr (Or.inl rfl)), by linarith⟩, ?_⟩,
    ⟨⟨(isGWPole_iff hU ht _).mpr (Or.inl (Or.inl rfl)), by linarith⟩, ?_⟩⟩
  · rintro w ⟨hw, hpos⟩
    rcases (isGWPole_iff hU ht w).mp hw with (e | e) | (e | e) <;> linarith
  · rintro w ⟨hw, hneg⟩
    rcases (isGWPole_iff hU ht w).mp hw with (e | e) | (e | e) <;> linarith

/-- The G0W0 gap is exactly `t^(1/4)` times the scaled gap. -/
theorem gwGap_eq_scaled {U t : ℝ} (hU : 0 < U) (ht : 0 < t) :
    gwGap U t = t ^ (1 / 4 : ℝ) * scaledGap U t := by
  have hr : 0 < √t := Real.sqrt_pos.mpr ht
  have hq : 0 < √(t + U) := Real.sqrt_pos.mpr (by positivity)
  have ht2 : √t ^ 2 = t := Real.sq_sqrt ht.le
  have hq2 : √(t + U) ^ 2 = t + U := Real.sq_sqrt (by positivity)
  have hroot : t ^ (1 / 4 : ℝ) = √(√t) := by
    rw [Real.sqrt_eq_rpow, Real.sqrt_eq_rpow, ← Real.rpow_mul ht.le]
    norm_num
  -- the RPA energy factorises
  have hfreq : rpaFreq U t = 2 * √t * √(t + U) := by
    have e : 4 * t ^ 2 + 4 * t * U = (2 * √t * √(t + U)) ^ 2 := by
      rw [mul_pow, mul_pow, ht2, hq2]
      ring
    rw [rpaFreq, e, Real.sqrt_sq (by positivity)]
  -- a factor √t comes out of the radicand
  have key : ∀ r q : ℝ, 0 < r → 0 < q →
      (2 * r * q + 2 * r ^ 2) ^ 2 + 4 * U ^ 2 * r ^ 2 / (2 * r * q) =
        r * (r * (2 * q + 2 * r) ^ 2 + 2 * U ^ 2 / q) := by
    intro r q h1 h2
    have e : 4 * U ^ 2 * r ^ 2 / (2 * r * q) = r * (2 * U ^ 2 / q) := by
      rw [mul_div_assoc', div_eq_div_iff (by positivity) (by positivity)]
      ring
    rw [e]
    ring
  have k := key (√t) (√(t + U)) hr hq
  rw [ht2] at k
  have hss : √(√t) * √(√t) = √t := Real.mul_self_sqrt hr.le
  rw [gwGap, hfreq, k, Real.sqrt_mul hr.le, hroot, scaledGap]
  linear_combination 2 * √(t + U) * hss

/-- As the hopping vanishes, the scaled gap tends to `√2 U^(3/4)`. -/
theorem scaledGap_tendsto {U : ℝ} (hU : 0 < U) :
    Tendsto (scaledGap U) (𝓝[>] 0) (𝓝 (√2 * U ^ (3 / 4 : ℝ))) := by
  have hs : 0 < √U := Real.sqrt_pos.mpr hU
  have hc1 : ContinuousAt (fun t : ℝ => √t * (2 * √(t + U) + 2 * √t) ^ 2) 0 :=
    Continuous.continuousAt (by fun_prop)
  have hc2 : ContinuousAt (fun t : ℝ => 2 * U ^ 2 / √(t + U)) 0 :=
    ContinuousAt.div (Continuous.continuousAt (by fun_prop))
      (Continuous.continuousAt (by fun_prop)) (by rw [zero_add]; exact hs.ne')
  have hc3 : ContinuousAt (fun t : ℝ => 2 * √(√t) * √(t + U)) 0 :=
    Continuous.continuousAt (by fun_prop)
  have hcont : ContinuousAt (scaledGap U) 0 := (hc1.add hc2).sqrt.sub hc3
  -- the value at zero hopping
  have hp : (U ^ (3 / 4 : ℝ)) ^ 2 * √U = U ^ 2 := by
    rw [Real.sqrt_eq_rpow, ← Real.rpow_natCast (U ^ (3 / 4 : ℝ)) 2,
      ← Real.rpow_mul hU.le, ← Real.rpow_add hU, ← Real.rpow_natCast U 2]
    norm_num
  have hq : 2 * U ^ 2 / √U = (√2 * U ^ (3 / 4 : ℝ)) ^ 2 := by
    rw [div_eq_iff hs.ne', mul_pow, Real.sq_sqrt (by norm_num)]
    linear_combination (-2) * hp
  have hv : scaledGap U 0 = √2 * U ^ (3 / 4 : ℝ) := by
    have e : scaledGap U 0 = √(2 * U ^ 2 / √U) := by simp [scaledGap]
    rw [e, hq, Real.sqrt_sq (by positivity)]
  rw [← hv]
  exact hcont.tendsto.mono_left nhdsWithin_le_nhds

/-- At fixed `U > 0` and vanishing hopping, the G0W0 gap behaves as `√2 U^(3/4) t^(1/4)`
and closes, while the exact charge gap tends to `U`. -/
theorem gwGap_closes {U : ℝ} (hU : 0 < U) :
    Tendsto (fun t => gwGap U t / (U ^ (3 / 4 : ℝ) * t ^ (1 / 4 : ℝ))) (𝓝[>] 0) (𝓝 (√2)) ∧
    Tendsto (gwGap U) (𝓝[>] 0) (𝓝 0) ∧
    Tendsto (exactGap U) (𝓝[>] 0) (𝓝 U) := by
  have hA : 0 < U ^ (3 / 4 : ℝ) := Real.rpow_pos_of_pos hU _
  have hlim := scaledGap_tendsto hU
  refine ⟨?_, ?_, ?_⟩
  · have h1 := hlim.div_const (U ^ (3 / 4 : ℝ))
    rw [mul_div_cancel_right₀ _ hA.ne'] at h1
    refine h1.congr' ?_
    filter_upwards [self_mem_nhdsWithin] with t ht
    have ht' : 0 < t := ht
    have hB : 0 < t ^ (1 / 4 : ℝ) := Real.rpow_pos_of_pos ht' _
    rw [gwGap_eq_scaled hU ht', div_eq_div_iff hA.ne' (mul_pos hA hB).ne']
    ring
  · have hz : Tendsto (fun t : ℝ => t ^ (1 / 4 : ℝ)) (𝓝[>] 0) (𝓝 0) := by
      have h1 : ContinuousAt (fun t : ℝ => t ^ (1 / 4 : ℝ)) 0 :=
        Real.continuousAt_rpow_const 0 (1 / 4) (Or.inr (by norm_num))
      have h2 := h1.tendsto.mono_left (nhdsWithin_le_nhds (s := Set.Ioi 0))
      rwa [Real.zero_rpow (by norm_num)] at h2
    have h3 := hz.mul hlim
    rw [zero_mul] at h3
    refine h3.congr' ?_
    filter_upwards [self_mem_nhdsWithin] with t ht
    exact (gwGap_eq_scaled hU ht).symm
  · have hc : Continuous (exactGap U) := by
      unfold exactGap
      fun_prop
    have hv : exactGap U 0 = U := by
      have e : U ^ 2 + 16 * (0 : ℝ) ^ 2 = U ^ 2 := by ring
      rw [exactGap_eq, e, Real.sqrt_sq hU.le]
      ring
    have h1 := (hc.tendsto 0).mono_left (nhdsWithin_le_nhds (s := Set.Ioi 0))
    rwa [hv] at h1

/-- At fixed `U > 0` the ratio of the G0W0 gap to the exact gap tends to zero as the
hopping vanishes. -/
theorem gap_ratio_tendsto_zero {U : ℝ} (hU : 0 < U) :
    Tendsto (fun t => gwGap U t / exactGap U t) (𝓝[>] 0) (𝓝 0) := by
  obtain ⟨-, hg, he⟩ := gwGap_closes hU
  have h := hg.div he hU.ne'
  rwa [zero_div] at h

end

end HubbardDimerGWGap
```

```lean
#print axioms HubbardDimerGWGap.gwGap_edges
-- 'HubbardDimerGWGap.gwGap_edges' depends on axioms: [propext, Classical.choice, Quot.sound]
#print axioms HubbardDimerGWGap.gwGap_closes
-- 'HubbardDimerGWGap.gwGap_closes' depends on axioms: [propext, Classical.choice, Quot.sound]
#print axioms HubbardDimerGWGap.gap_ratio_tendsto_zero
-- 'HubbardDimerGWGap.gap_ratio_tendsto_zero' depends on axioms: [propext, Classical.choice, Quot.sound]
```

## How the proof follows the algebra

**The spectrum.** `exactGap_eq` simplifies the combination of ground energies. `two_mul_lt_gwGap` proves $g>2t$ by comparing $h+2t$ with the square root through `Real.lt_sqrt`.

In `isGWPole_iff`, the identity `hs` is the shared discriminant $(g+h)^2$. From a bonding solution, `linear_combination 4 * e - hs` produces the factored equation
$$(2w+g)(2w-g-2h)=0,$$
and `mul_eq_zero` splits it into the two roots. The antibonding case has the signs reversed. For the converse, each root is substituted and the equation follows from `hs / 4`.

`gwGap_edges` then identifies $g/2$ as the least positive pole and $-g/2$ as the greatest negative one, by comparing each with the four listed energies. The list also shows that zero is not a pole.

**The factorisation.** `gwGap_eq_scaled` proves $g=t^{1/4}s$, with `scaledGap` as $s$. Its intermediate facts are $t^{1/4}=\sqrt{\sqrt t}$ (`hroot`), $h=2\sqrt t\sqrt{t+U}$ (`hfreq`) and the radicand identity for general positive $r$ and $q$ (`key`). `Real.sqrt_mul` takes the factor out of the square root, and the last line uses $\sqrt{\sqrt t}\,\sqrt{\sqrt t}=\sqrt t$ to match the subtracted term $h$.

**The limits.** `scaledGap_tendsto` assembles the continuity of $s$ at zero from three parts. Only the quotient needs a condition, namely $\sqrt U\neq0$. The steps `hp` and `hq` carry out the power arithmetic behind $s(0)=\sqrt2\,U^{3/4}$, and `mono_left` restricts the two-sided limit to positive $t$.

`gwGap_closes` divides this limit by $U^{3/4}$ for the scaling law and multiplies it by $t^{1/4}\to0$ for the closing of the gap. In both cases `congr'` with `filter_upwards` transfers the result to $g$, using the factorisation at each positive $t$. The third limit follows from the continuity of `exactGap`. Finally, `gap_ratio_tendsto_zero` divides the second limit by the third, which is allowed because $U\neq0$.
